# Convergent fillings fix bounded gap labels as the flux tends to an irrational value

At a rational flux, the electron filling of a gap does not by itself determine the Hall conductance. At flux 3/5, for instance, the labels (0, 1) and (−3, 6) both give filling 3/5, although their Hall integers are 1 and 6. So when labels are inferred from fillings along a sequence of rational fluxes, they need not settle on the label at the irrational limit, even though the fillings converge. If one bound holds for all the inferred Hall integers, the labels do settle: from some member on, they equal the only label that gives the limiting filling at the irrational flux.

The setting is non-interacting electrons on a two-dimensional lattice in a magnetic field. There an irrational flux is commonly replaced by rational ones, for which the magnetic unit cell is finite. The result says when the labels found at those rational fluxes settle on the label of the limit.

```lean
import Mathlib

open Filter Topology

namespace GapLabelStability

noncomputable section
```

## Filling as a function of flux

Let a be the magnetic flux per unit cell in flux quanta (not the lattice constant). A gap with integer label (s, t) has filling, in electrons per cell,

ν = s + t a.

By the Streda relation, t is the slope of the filling with flux inside the gap, and it gives the Hall conductance in units of e²/h, up to a sign convention. In Lean the flux is a real number and comes first in `filling a s t`; the labels are integers. No Hamiltonian appears: that a real gap has a filling of this form, with t its Hall integer, is physical input.

```lean
/-- The filling `s + t a` of a gap with integer label `(s, t)` at flux `a`. -/
def filling (a : ℝ) (s t : ℤ) : ℝ := s + t * a
```

## A minimal spacing at irrational flux

Fix a natural number T. For irrational a there is a δ > 0 such that integers m, k with |k| ≤ T and |m + k a| < δ must both be zero.

Use induction on T. For T = 0 we have k = 0, and |m| < 1 forces m = 0, so δ = 1 works. To pass from T to T + 1, let

d = |(T + 1) a − z|, where z is the integer nearest to (T + 1) a.

If d were zero, a would equal z/(T + 1), which is rational. So d > 0. For k = ±(T + 1), the number |m + k a| is the distance from (T + 1) a to the integer ∓m, hence at least d. The smaller of the old δ and d therefore works for T + 1.

In the code, `round` supplies z and `round_le` says that no integer is closer. The combination m + k a is written `filling a m k`, although here it is a difference of two fillings.

```lean
/-- At irrational flux `a`, the combinations `m + k a` with integers `m`, `k`, `|k| ≤ T` and
`(m, k) ≠ (0, 0)` stay at least a positive distance `δ` away from zero. -/
theorem filling_spacing {a : ℝ} (ha : Irrational a) (T : ℕ) :
    ∃ δ : ℝ, 0 < δ ∧ ∀ m k : ℤ, |k| ≤ (T : ℤ) → |filling a m k| < δ → m = 0 ∧ k = 0 := by
  unfold filling
  induction T with
  | zero =>
    refine ⟨1, one_pos, fun m k hk hm => ?_⟩
    have hk0 : k = 0 := by simpa using hk
    subst hk0
    have hm1 : |(m : ℝ)| < 1 := by simpa using hm
    have hm2 : |m| < 1 := by exact_mod_cast hm1
    exact ⟨Int.abs_lt_one_iff.mp hm2, rfl⟩
  | succ T ih =>
    obtain ⟨δ, hδ, h⟩ := ih
    -- the distance of `(T + 1) a` from the nearest integer is positive
    have hd : 0 < |((T : ℝ) + 1) * a - round (((T : ℝ) + 1) * a)| := by
      rw [abs_pos, sub_ne_zero]
      intro e
      generalize round (((T : ℝ) + 1) * a) = z at e
      refine ha ⟨(z : ℚ) / ((T : ℚ) + 1), ?_⟩
      push_cast
      rw [div_eq_iff (by positivity)]
      linarith
    refine ⟨min δ _, lt_min hδ hd, fun m k hk hm => ?_⟩
    by_cases hkT : |k| ≤ (T : ℤ)
    · exact h m k hkT (hm.trans_le (min_le_left _ _))
    · exfalso
      have hm2 := hm.trans_le (min_le_right _ _)
      have hk' : k = (T : ℤ) + 1 ∨ k = -((T : ℤ) + 1) := by
        push_cast at hk
        rcases abs_cases k with h1 | h1 <;> omega
      rcases hk' with rfl | rfl
      · have hr := round_le (((T : ℝ) + 1) * a) (-m)
        have e : |(m : ℝ) + (((T : ℤ) + 1 : ℤ) : ℝ) * a|
            = |((T : ℝ) + 1) * a - ((-m : ℤ) : ℝ)| := by
          congr 1
          push_cast
          ring
        rw [e] at hm2
        exact absurd hm2 (not_lt_of_ge hr)
      · have hr := round_le (((T : ℝ) + 1) * a) m
        have e : |(m : ℝ) + ((-((T : ℤ) + 1) : ℤ) : ℝ) * a|
            = |((T : ℝ) + 1) * a - (m : ℝ)| := by
          rw [abs_sub_comm]
          congr 1
          push_cast
          ring
        rw [e] at hm2
        exact absurd hm2 (not_lt_of_ge hr)
```

Now suppose that s + t a = s' + t' a. Then

(s − s') + (t − t') a = 0,

which is smaller in magnitude than any positive δ. The spacing result with T = |t − t'| gives s = s' and t = t'. At irrational flux the filling determines the label.

```lean
/-- At irrational flux, two gap labels with the same filling are equal. -/
theorem label_unique {a : ℝ} (ha : Irrational a) {s t s' t' : ℤ}
    (h : filling a s t = filling a s' t') : s = s' ∧ t = t' := by
  obtain ⟨δ, hδ, hsp⟩ := filling_spacing ha (t - t').natAbs
  have h0 : filling a (s - s') (t - t') = 0 := by
    simp only [filling] at h ⊢
    push_cast
    linear_combination h
  obtain ⟨e1, e2⟩ := hsp (s - s') (t - t') (Int.natCast_natAbs _).ge
    (by rw [h0, abs_zero]; exact hδ)
  exact ⟨by omega, by omega⟩
```

## Moving the fillings to the limiting flux

Let the fluxes α_n converge to a. For a fixed label,

s + t α_n → s + t a.

Lean writes convergence as `Tendsto … atTop (𝓝 …)`.

```lean
/-- The filling of a fixed gap label depends continuously on the flux along a sequence. -/
theorem filling_tendsto {α : ℕ → ℝ} {a : ℝ} (hα : Tendsto α atTop (𝓝 a)) (s t : ℤ) :
    Tendsto (fun n => filling (α n) s t) atTop (𝓝 (filling a s t)) :=
  (hα.const_mul (t : ℝ)).const_add (s : ℝ)
```

Next let the labels (s_n, t_n) vary, with |t_n| ≤ T for all n. Physically, this caps the magnitude of the Hall conductance of the gaps considered. If s_n + t_n α_n → ν, write

s_n + t_n a = (s_n + t_n α_n) − t_n (α_n − a).

The last term is at most T |α_n − a| in magnitude and tends to zero, so s_n + t_n a → ν as well. The squeeze is `squeeze_zero_norm`, and the final `ring` checks the identity.

```lean
/-- If the fluxes converge to `a` and the integers `t n` are bounded, then the fillings
evaluated at the limiting flux have the same limit as those at the approximating fluxes. -/
theorem filling_at_limit {α : ℕ → ℝ} {a ν : ℝ} {s t : ℕ → ℤ} {T : ℕ}
    (hα : Tendsto α atTop (𝓝 a)) (hT : ∀ n, |t n| ≤ (T : ℤ))
    (hν : Tendsto (fun n => filling (α n) (s n) (t n)) atTop (𝓝 ν)) :
    Tendsto (fun n => filling a (s n) (t n)) atTop (𝓝 ν) := by
  have h0 : Tendsto (fun n => (T : ℝ) * |α n - a|) atTop (𝓝 0) := by
    simpa using ((hα.sub_const a).abs).const_mul (T : ℝ)
  have hb : Tendsto (fun n => (t n : ℝ) * (α n - a)) atTop (𝓝 0) := by
    refine squeeze_zero_norm (fun n => ?_) h0
    rw [Real.norm_eq_abs, abs_mul]
    have h1 : |(t n : ℝ)| ≤ T := by exact_mod_cast hT n
    exact mul_le_mul_of_nonneg_right h1 (abs_nonneg _)
  have h2 := hν.sub hb
  rw [sub_zero] at h2
  refine h2.congr (fun n => ?_)
  simp only [filling]
  ring
```

## The labels become constant

Put x_n = s_n + t_n a, so that x_n → ν. Take the spacing δ for the bound 2T, and choose N with |x_n − ν| < δ/2 for all n ≥ N. For such n,

|(s_n − s_N) + (t_n − t_N) a| = |x_n − x_N| < δ, and |t_n − t_N| ≤ 2T.

Hence s_n = s_N and t_n = t_N. The sequence x_n is constant from N on, so its limit is ν = s_N + t_N a.

No label is specified in advance: ν may be any real number, and convergence itself makes it the filling of an integer label. The phrase `∀ᶠ n in atTop` means "for all sufficiently large n". The theorem gives no explicit value of N. In the code, `key` is the equality of labels beyond N, and `tendsto_nhds_unique` identifies ν.

```lean
/-- Let the fluxes converge to an irrational `a`, with bounded `t n`. If the fillings converge
to some real `ν`, then the gap labels are eventually constant and `ν` is the filling of that
constant label at flux `a`. -/
theorem label_locking {α : ℕ → ℝ} {a ν : ℝ} {s t : ℕ → ℤ} {T : ℕ} (ha : Irrational a)
    (hα : Tendsto α atTop (𝓝 a)) (hT : ∀ n, |t n| ≤ (T : ℤ))
    (hν : Tendsto (fun n => filling (α n) (s n) (t n)) atTop (𝓝 ν)) :
    ∃ s₀ t₀ : ℤ, ν = filling a s₀ t₀ ∧ ∀ᶠ n in atTop, s n = s₀ ∧ t n = t₀ := by
  have hx := filling_at_limit hα hT hν
  obtain ⟨δ, hδ, hsp⟩ := filling_spacing ha (2 * T)
  obtain ⟨N, hN⟩ := Metric.tendsto_atTop.1 hx (δ / 2) (half_pos hδ)
  -- beyond `N` the fillings differ by less than the minimal spacing
  have key : ∀ n ≥ N, s n = s N ∧ t n = t N := by
    intro n hn
    have h1 := hN n hn
    have h2 := hN N le_rfl
    rw [Real.dist_eq, abs_lt] at h1 h2
    simp only [filling] at h1 h2
    have hk : |t n - t N| ≤ ((2 * T : ℕ) : ℤ) := by
      have h3 := abs_le.1 (hT n)
      have h4 := abs_le.1 (hT N)
      rw [abs_le]
      push_cast
      constructor <;> omega
    have hm : |filling a (s n - s N) (t n - t N)| < δ := by
      simp only [filling]
      rw [abs_lt]
      push_cast
      constructor <;> linarith [h1.1, h1.2, h2.1, h2.2]
    obtain ⟨e1, e2⟩ := hsp _ _ hk hm
    exact ⟨by omega, by omega⟩
  refine ⟨s N, t N, tendsto_nhds_unique hx (tendsto_const_nhds.congr' ?_), ?_⟩
  · filter_upwards [eventually_ge_atTop N] with n hn
    rw [(key n hn).1, (key n hn).2]
  · filter_upwards [eventually_ge_atTop N] with n hn
    exact key n hn
```

If a target label (s₀, t₀) is given, this becomes an equivalence:

s_n + t_n α_n → s₀ + t₀ a if and only if (s_n, t_n) = (s₀, t₀) for all large n.

From left to right, the labels lock to some (s₁, t₁) with the same filling at a, and uniqueness gives (s₁, t₁) = (s₀, t₀). From right to left, the sequence is eventually that of a fixed label, whose filling converges by continuity.

```lean
/-- Let the fluxes converge to an irrational `a`, with bounded `t n`. The fillings converge to
`s₀ + t₀ a` if and only if the gap label equals `(s₀, t₀)` for all large `n`. -/
theorem gap_label_stability {α : ℕ → ℝ} {a : ℝ} {s t : ℕ → ℤ} {T : ℕ} (ha : Irrational a)
    (hα : Tendsto α atTop (𝓝 a)) (hT : ∀ n, |t n| ≤ (T : ℤ)) (s₀ t₀ : ℤ) :
    Tendsto (fun n => filling (α n) (s n) (t n)) atTop (𝓝 (filling a s₀ t₀)) ↔
      ∀ᶠ n in atTop, s n = s₀ ∧ t n = t₀ := by
  constructor
  · intro h
    obtain ⟨s₁, t₁, e, hev⟩ := label_locking ha hα hT h
    obtain ⟨rfl, rfl⟩ := label_unique ha e
    exact hev
  · intro h
    refine (filling_tendsto hα s₀ t₀).congr' ?_
    filter_upwards [h] with n hn
    rw [hn.1, hn.2]
```

## Counting subbands at rational flux

At flux p_n/q_n, let r_n be the number of filled magnetic subbands. The Diophantine equation, called the gap equation in the code and unrelated to the one in superconductivity, is

r_n = q_n s_n + p_n t_n.

Dividing by q_n gives r_n/q_n = s_n + t_n p_n/q_n, which is the filling. If the fluxes p_n/q_n converge to an irrational a, the fillings converge to s₀ + t₀ a, and t_n is bounded, then the chosen solutions equal (s₀, t₀) for all large n. Lean requires only that q_n is a nonzero integer; p_n and q_n need not be coprime.

```lean
/-- Let rational fluxes `p n / q n` converge to an irrational `a`, and let `(s n, t n)` solve the
gap equation `r = q s + p t` with bounded `t n`. If `r n / q n` converges to `s₀ + t₀ a`, then
the solution is `(s₀, t₀)` for all large `n`. -/
theorem diophantine_label_stability {p q r s t : ℕ → ℤ} {a : ℝ} {T : ℕ} (ha : Irrational a)
    (hq : ∀ n, q n ≠ 0) (hα : Tendsto (fun n => (p n : ℝ) / q n) atTop (𝓝 a))
    (hgap : ∀ n, r n = q n * s n + p n * t n) (hT : ∀ n, |t n| ≤ (T : ℤ)) (s₀ t₀ : ℤ)
    (hr : Tendsto (fun n => (r n : ℝ) / q n) atTop (𝓝 (filling a s₀ t₀))) :
    ∀ᶠ n in atTop, s n = s₀ ∧ t n = t₀ := by
  refine (gap_label_stability ha hα hT s₀ t₀).1 (hr.congr (fun n => ?_))
  -- dividing the gap equation by `q` gives the filling
  have hq' : (q n : ℝ) ≠ 0 := by exact_mod_cast hq n
  have e : (r n : ℝ) = q n * s n + p n * t n := by exact_mod_cast hgap n
  have h : (p n : ℝ) / q n * q n = p n := div_mul_cancel₀ _ hq'
  simp only [filling]
  rw [div_eq_iff hq']
  linear_combination e - (t n : ℝ) * h
```

## Labels that share a filling

The ambiguity in the opening example is general:

(s − p) + (t + q) p/q = s + t p/q.

```lean
/-- At rational flux `p / q` with `q ≠ 0`, the labels `(s, t)` and `(s - p, t + q)` have the
same filling. -/
theorem filling_alias {p q : ℤ} (hq : q ≠ 0) (s t : ℤ) :
    filling ((p : ℝ) / q) (s - p) (t + q) = filling ((p : ℝ) / q) s t := by
  have hq' : (q : ℝ) ≠ 0 := by exact_mod_cast hq
  have h : (p : ℝ) / q * q = p := div_mul_cancel₀ _ hq'
  simp only [filling]
  push_cast
  linear_combination h
```

Apply this along fluxes p_n/q_n → a. The labels (s₀ − p_n, t₀ + q_n) have the same fillings as (s₀, t₀), so these converge to s₀ + t₀ a. Yet t₀ + q_n never equals t₀, because q_n ≠ 0. When a is irrational, |q_n| grows without limit, and so does |t₀ + q_n|; some restriction on t_n is therefore needed for the labels to lock.

```lean
/-- Along rational fluxes `p n / q n` converging to `a`, with `q n ≠ 0`, the labels
`(s₀ - p n, t₀ + q n)` have fillings converging to `s₀ + t₀ a`, yet their second entry never equals
`t₀`. -/
theorem unbounded_labels_fail {p q : ℕ → ℤ} {a : ℝ} (hq : ∀ n, q n ≠ 0)
    (hα : Tendsto (fun n => (p n : ℝ) / q n) atTop (𝓝 a)) (s₀ t₀ : ℤ) :
    Tendsto (fun n => filling ((p n : ℝ) / q n) (s₀ - p n) (t₀ + q n)) atTop
      (𝓝 (filling a s₀ t₀)) ∧ ∀ n, t₀ + q n ≠ t₀ := by
  refine ⟨(filling_tendsto hα s₀ t₀).congr (fun n => (filling_alias (hq n) s₀ t₀).symm), ?_⟩
  intro n h
  exact hq n (by omega)

end

end GapLabelStability
```

```lean
#print axioms GapLabelStability.gap_label_stability
#print axioms GapLabelStability.diophantine_label_stability
#print axioms GapLabelStability.unbounded_labels_fail
```

```
'GapLabelStability.gap_label_stability' depends on axioms: [propext, Classical.choice, Quot.sound]
'GapLabelStability.diophantine_label_stability' depends on axioms: [propext, Classical.choice, Quot.sound]
'GapLabelStability.unbounded_labels_fail' depends on axioms: [propext, Classical.choice, Quot.sound]
```
